# Local energies of a positive vector bracket the lowest eigenvalue of a real symmetric matrix with nonpositive off-diagonal elements

A power iteration for the ground state of a lattice Hamiltonian forms the product \(H\varphi\) at every step. Dividing it by \(\varphi\), component by component, costs almost nothing more. If all components of \(\varphi\) are positive and no off-diagonal element of the real symmetric matrix \(H\) is positive, the smallest and largest quotients enclose the ground-state energy.

Write \(E_i=(H\varphi)_i/\varphi_i\) for the local energy at basis state, or site, \(i\), and \(E_0\) for the lowest eigenvalue of \(H\). The Barta bound is

\[
\min_i E_i\;\le\;E_0\;\le\;\max_i E_i .
\]

## An error bar from one matrix–vector product

The Rayleigh quotient \(\varphi\cdot H\varphi/\varphi\cdot\varphi\) is an average of the \(E_i\) with weights \(\varphi_i^2\), so it lies in the same interval. The width \(\max_i E_i-\min_i E_i\) therefore bounds its error, and a small width is a safe reason to stop the iteration if only the energy is wanted; \(\varphi\) itself can still be far from the ground state when other eigenvalues lie close to \(E_0\). The width need not become small, however: if \(H\) splits into uncoupled blocks with different lowest eigenvalues, the width is never less than the difference between any two of them. The extremes must be taken over all basis states: a Monte Carlo run that visits only some of them may miss the true minimum or maximum.

The sign condition stands for hopping that favours equal signs on coupled basis states, as with elements \(-t\), \(t>0\). It depends on the basis, including the signs of the basis vectors.

## From local energies to the two bounds

Let \(v_j\) be orthonormal eigenvectors of \(H\) with eigenvalues \(\lambda_j\). For any real vector \(x\), completeness gives

\[
x\cdot Hx=\sum_j (x\cdot v_j)(v_j\cdot Hx)=\sum_j\lambda_j(x\cdot v_j)^2\ge E_0\sum_j(x\cdot v_j)^2=E_0\,x\cdot x .
\]

**Upper bound.** Put \(x=\varphi\). Since \((H\varphi)_i=E_i\varphi_i\),

\[
E_0\,\varphi\cdot\varphi\le\varphi\cdot H\varphi=\sum_iE_i\varphi_i^2\le(\max_iE_i)\,\varphi\cdot\varphi .
\]

Division by \(\varphi\cdot\varphi>0\) finishes it. This half needs only nonzero components and no sign condition on \(H\).

**Lower bound.** Set \(u_i=x_i/\varphi_i\). Then

\[
\sum_iE_ix_i^2=\sum_{ij}H_{ij}\varphi_i\varphi_ju_i^2 ,
\]

and by symmetry of \(H\) the same sum with \(u_j^2\) has the same value. Expanding the square,

\[
\tfrac12\sum_{ij}(-H_{ij})\varphi_i\varphi_j(u_i-u_j)^2
=-\sum_iE_ix_i^2+\sum_{ij}H_{ij}x_ix_j .
\]

The last sum is \(x\cdot Hx\), hence

\[
x\cdot Hx=\sum_iE_ix_i^2+\tfrac12\sum_{ij}(-H_{ij})\varphi_i\varphi_j(u_i-u_j)^2 .
\]

The terms with \(i=j\) vanish and the others are nonnegative, so \(x\cdot Hx\ge(\min_iE_i)\,x\cdot x\). For a normalised lowest eigenvector the left side is \(E_0\).

**Equality.** If \(\varphi\) is a positive eigenvector with eigenvalue \(\mu\), every \(E_i=\mu\) and the bracket forces \(E_0=\mu\). For the upper bound alone, suppose \(E_0=\max_iE_i\). The terms \((E_0-E_i)\varphi_i^2\) are nonnegative, while their sum \(E_0\,\varphi\cdot\varphi-\varphi\cdot H\varphi\) is at most zero. Each term vanishes, so \(H\varphi=E_0\varphi\). Conversely, that equation makes every \(E_i\) equal to \(E_0\).

**One site.** The sign condition is then empty, and \(E_1=H_{11}\varphi_1/\varphi_1=H_{11}\): both bounds equal the only eigenvalue.

## The Lean file

```lean
import Mathlib

open Matrix Finset

namespace BartaLocalEnergy

noncomputable section

variable {n : Type*} [Fintype n]

/-- All off-diagonal matrix elements of `H` are nonpositive. -/
def NonposOffDiag (H : Matrix n n ℝ) : Prop :=
  ∀ i j, i ≠ j → H i j ≤ 0

/-- The local energy `(H φ)_i / φ_i` of the trial vector `φ` at site `i`. -/
def localEnergy (H : Matrix n n ℝ) (φ : n → ℝ) (i : n) : ℝ :=
  (H *ᵥ φ) i / φ i

/-- The Euclidean inner product of two real vectors is the dot product of their components. -/
theorem inner_eq_dot (a c : EuclideanSpace ℝ n) :
    inner ℝ a c = WithLp.ofLp a ⬝ᵥ WithLp.ofLp c := by
  rw [EuclideanSpace.inner_eq_star_dotProduct, star_trivial, dotProduct_comm]

/-- For a trial vector without zero components, `φ · H φ` is the sum of the local energies
weighted by `φ_i²`. -/
theorem energy_eq_sum_localEnergy (H : Matrix n n ℝ) {φ : n → ℝ} (hφ : ∀ i, φ i ≠ 0) :
    φ ⬝ᵥ H *ᵥ φ = ∑ i, localEnergy H φ i * φ i ^ 2 := by
  simp only [dotProduct, localEnergy]
  refine Finset.sum_congr rfl fun i _ => ?_
  have h := hφ i
  field_simp

/-- Ground-state representation: for symmetric `H` and `φ` without zero components,
`x · H x = ∑ E_i x_i² + ½ ∑ (-H_ij) φ_i φ_j (x_i/φ_i - x_j/φ_j)²` with `E_i` the local
energies of `φ`. -/
theorem ground_state_representation {H : Matrix n n ℝ} (hH : H.IsHermitian) {φ : n → ℝ}
    (hφ : ∀ i, φ i ≠ 0) (x : n → ℝ) :
    x ⬝ᵥ H *ᵥ x = ∑ i, localEnergy H φ i * x i ^ 2
      + (1 / 2) * ∑ i, ∑ j, (-H i j) * φ i * φ j * (x i / φ i - x j / φ j) ^ 2 := by
  have hsym : ∀ i j, H j i = H i j := fun i j => by simpa using hH.apply i j
  have h1 : x ⬝ᵥ H *ᵥ x = ∑ i, ∑ j, H i j * (x i * x j) := by
    simp only [dotProduct, Matrix.mulVec, Finset.mul_sum]
    refine Finset.sum_congr rfl fun i _ => Finset.sum_congr rfl fun j _ => ?_
    ring
  have h2 : ∑ i, localEnergy H φ i * x i ^ 2
      = ∑ i, ∑ j, H i j * φ i * φ j * (x i / φ i) ^ 2 := by
    simp only [localEnergy, Matrix.mulVec, dotProduct, Finset.sum_div, Finset.sum_mul]
    refine Finset.sum_congr rfl fun i _ => Finset.sum_congr rfl fun j _ => ?_
    have h := hφ i
    field_simp
  -- symmetry of H makes the two square terms equal
  have h3 : ∑ i, ∑ j, H i j * φ i * φ j * (x j / φ j) ^ 2
      = ∑ i, ∑ j, H i j * φ i * φ j * (x i / φ i) ^ 2 := by
    rw [Finset.sum_comm]
    refine Finset.sum_congr rfl fun i _ => Finset.sum_congr rfl fun j _ => ?_
    rw [hsym i j]
    ring
  -- expand the square
  have h4 : ∑ i, ∑ j, (-H i j) * φ i * φ j * (x i / φ i - x j / φ j) ^ 2
      = 2 * ∑ i, ∑ j, H i j * (x i * x j)
        - ∑ i, ∑ j, H i j * φ i * φ j * (x i / φ i) ^ 2
        - ∑ i, ∑ j, H i j * φ i * φ j * (x j / φ j) ^ 2 := by
    simp only [Finset.mul_sum, ← Finset.sum_sub_distrib]
    refine Finset.sum_congr rfl fun i _ => Finset.sum_congr rfl fun j _ => ?_
    have hi := hφ i
    have hj := hφ j
    have e : x i * x j = φ i * φ j * ((x i / φ i) * (x j / φ j)) := by
      field_simp
    linear_combination (-2 * H i j) * e
  linarith [h1, h2, h3, h4]

variable [Nonempty n]

/-- The smallest local energy of `φ` over all sites. -/
def minLocalEnergy (H : Matrix n n ℝ) (φ : n → ℝ) : ℝ :=
  Finset.univ.inf' Finset.univ_nonempty (localEnergy H φ)

/-- The largest local energy of `φ` over all sites. -/
def maxLocalEnergy (H : Matrix n n ℝ) (φ : n → ℝ) : ℝ :=
  Finset.univ.sup' Finset.univ_nonempty (localEnergy H φ)

/-- For symmetric `H` with nonpositive off-diagonal elements and positive `φ`, every vector `x`
obeys `(min_i E_i) x · x ≤ x · H x`. -/
theorem form_lower_bound {H : Matrix n n ℝ} (hH : H.IsHermitian) (hoff : NonposOffDiag H)
    {φ : n → ℝ} (hφ : ∀ i, 0 < φ i) (x : n → ℝ) :
    minLocalEnergy H φ * (x ⬝ᵥ x) ≤ x ⬝ᵥ H *ᵥ x := by
  rw [ground_state_representation hH (fun i => (hφ i).ne') x]
  have h1 : minLocalEnergy H φ * (x ⬝ᵥ x) ≤ ∑ i, localEnergy H φ i * x i ^ 2 := by
    simp only [dotProduct, Finset.mul_sum]
    refine Finset.sum_le_sum fun i _ => ?_
    have hle : minLocalEnergy H φ ≤ localEnergy H φ i :=
      Finset.inf'_le (localEnergy H φ) (Finset.mem_univ i)
    rw [pow_two]
    exact mul_le_mul_of_nonneg_right hle (mul_self_nonneg _)
  -- the bond terms are nonnegative; the diagonal ones vanish
  have h2 : 0 ≤ ∑ i, ∑ j, (-H i j) * φ i * φ j * (x i / φ i - x j / φ j) ^ 2 := by
    refine Finset.sum_nonneg fun i _ => Finset.sum_nonneg fun j _ => ?_
    by_cases hij : i = j
    · subst hij
      simp
    · exact mul_nonneg (mul_nonneg (mul_nonneg (neg_nonneg.mpr (hoff i j hij)) (hφ i).le)
        (hφ j).le) (sq_nonneg _)
  linarith

variable [DecidableEq n]

/-- The components of the `j`-th vector of the orthonormal eigenbasis of `H`. -/
def eigenstate {H : Matrix n n ℝ} (hH : H.IsHermitian) (j : n) : n → ℝ :=
  WithLp.ofLp (hH.eigenvectorBasis j)

/-- The ground-state energy: the lowest eigenvalue of the symmetric matrix `H`. -/
def groundEnergy {H : Matrix n n ℝ} (hH : H.IsHermitian) : ℝ :=
  Finset.univ.inf' Finset.univ_nonempty hH.eigenvalues

/-- Variational principle: `E₀ x · x ≤ x · H x` for every vector `x`. -/
theorem variational_principle {H : Matrix n n ℝ} (hH : H.IsHermitian) (x : n → ℝ) :
    groundEnergy hH * (x ⬝ᵥ x) ≤ x ⬝ᵥ H *ᵥ x := by
  -- completeness of the eigenbasis
  have complete : ∀ u w : n → ℝ,
      ∑ j, (u ⬝ᵥ eigenstate hH j) * (eigenstate hH j ⬝ᵥ w) = u ⬝ᵥ w := by
    intro u w
    have h := hH.eigenvectorBasis.sum_inner_mul_inner (WithLp.toLp 2 u) (WithLp.toLp 2 w)
    simp only [inner_eq_dot] at h
    exact h
  have hT : Hᵀ = H := by
    ext i j
    simpa using hH.apply i j
  have hb : ∀ j, eigenstate hH j ⬝ᵥ H *ᵥ x = hH.eigenvalues j * (eigenstate hH j ⬝ᵥ x) := by
    intro j
    have he : H *ᵥ eigenstate hH j = hH.eigenvalues j • eigenstate hH j :=
      hH.mulVec_eigenvectorBasis j
    rw [Matrix.dotProduct_mulVec, ← Matrix.mulVec_transpose, hT, he, smul_dotProduct,
      smul_eq_mul]
  rw [← complete x x, ← complete x (H *ᵥ x), Finset.mul_sum]
  refine Finset.sum_le_sum fun j _ => ?_
  rw [hb j, dotProduct_comm (eigenstate hH j) x]
  have hle : groundEnergy hH ≤ hH.eigenvalues j :=
    Finset.inf'_le hH.eigenvalues (Finset.mem_univ j)
  have h := mul_le_mul_of_nonneg_right hle (mul_self_nonneg (x ⬝ᵥ eigenstate hH j))
  nlinarith [h]

/-- There is a normalised eigenvector of `H` whose eigenvalue is the ground-state energy. -/
theorem exists_ground_state {H : Matrix n n ℝ} (hH : H.IsHermitian) :
    ∃ v : n → ℝ, v ⬝ᵥ v = 1 ∧ H *ᵥ v = groundEnergy hH • v := by
  obtain ⟨j, _, hj⟩ :=
    Finset.exists_mem_eq_inf' (Finset.univ_nonempty (α := n)) hH.eigenvalues
  refine ⟨eigenstate hH j, ?_, ?_⟩
  · have h1 : ‖hH.eigenvectorBasis j‖ = 1 := hH.eigenvectorBasis.orthonormal.1 j
    have h2 := inner_eq_dot (hH.eigenvectorBasis j) (hH.eigenvectorBasis j)
    rw [real_inner_self_eq_norm_sq, h1] at h2
    have h3 : eigenstate hH j ⬝ᵥ eigenstate hH j = (1 : ℝ) ^ 2 := h2.symm
    rw [h3]
    norm_num
  · have hg : groundEnergy hH = hH.eigenvalues j := hj
    rw [hg]
    exact hH.mulVec_eigenvectorBasis j

/-- For symmetric `H` and any `φ` without zero components, the ground-state energy is at most
the largest local energy. -/
theorem groundEnergy_le_maxLocalEnergy {H : Matrix n n ℝ} (hH : H.IsHermitian) {φ : n → ℝ}
    (hφ : ∀ i, φ i ≠ 0) : groundEnergy hH ≤ maxLocalEnergy H φ := by
  have hv := variational_principle hH φ
  rw [energy_eq_sum_localEnergy H hφ] at hv
  have hpos : 0 < φ ⬝ᵥ φ := by
    unfold dotProduct
    exact Finset.sum_pos (fun i _ => mul_self_pos.mpr (hφ i)) Finset.univ_nonempty
  have h1 : ∑ i, localEnergy H φ i * φ i ^ 2 ≤ maxLocalEnergy H φ * (φ ⬝ᵥ φ) := by
    simp only [dotProduct, Finset.mul_sum]
    refine Finset.sum_le_sum fun i _ => ?_
    have hle : localEnergy H φ i ≤ maxLocalEnergy H φ :=
      Finset.le_sup' (localEnergy H φ) (Finset.mem_univ i)
    rw [pow_two]
    exact mul_le_mul_of_nonneg_right hle (mul_self_nonneg _)
  exact le_of_mul_le_mul_right (hv.trans h1) hpos

/-- Barta bound: for symmetric `H` with nonpositive off-diagonal elements and positive `φ`, the
ground-state energy lies between the smallest and the largest local energy of `φ`. -/
theorem barta_bound {H : Matrix n n ℝ} (hH : H.IsHermitian) (hoff : NonposOffDiag H)
    {φ : n → ℝ} (hφ : ∀ i, 0 < φ i) :
    minLocalEnergy H φ ≤ groundEnergy hH ∧ groundEnergy hH ≤ maxLocalEnergy H φ := by
  refine ⟨?_, groundEnergy_le_maxLocalEnergy hH fun i => (hφ i).ne'⟩
  -- evaluate the form bound on the lowest eigenvector
  obtain ⟨v, hv1, hv2⟩ := exists_ground_state hH
  have h := form_lower_bound hH hoff hφ v
  rw [hv2, dotProduct_smul, hv1, smul_eq_mul] at h
  linarith

/-- For symmetric `H` with nonpositive off-diagonal elements, the eigenvalue of an eigenvector
with all components positive is the ground-state energy. -/
theorem groundEnergy_eq_of_pos_eigenvector {H : Matrix n n ℝ} (hH : H.IsHermitian)
    (hoff : NonposOffDiag H) {φ : n → ℝ} (hφ : ∀ i, 0 < φ i) {μ : ℝ}
    (he : H *ᵥ φ = μ • φ) : groundEnergy hH = μ := by
  -- the local energy of an eigenvector is constant
  have hloc : ∀ i, localEnergy H φ i = μ := by
    intro i
    simp only [localEnergy, he, Pi.smul_apply, smul_eq_mul]
    rw [mul_div_assoc, div_self (hφ i).ne', mul_one]
  have hlo : μ ≤ minLocalEnergy H φ := by
    unfold minLocalEnergy
    apply Finset.le_inf'
    intro i _
    exact (hloc i).ge
  have hhi : maxLocalEnergy H φ ≤ μ := by
    unfold maxLocalEnergy
    apply Finset.sup'_le
    intro i _
    exact (hloc i).le
  obtain ⟨h1, h2⟩ := barta_bound hH hoff hφ
  linarith

/-- For symmetric `H` and `φ` without zero components, the ground-state energy equals the largest
local energy exactly when `H φ = E₀ φ`. -/
theorem groundEnergy_eq_maxLocalEnergy_iff {H : Matrix n n ℝ} (hH : H.IsHermitian)
    {φ : n → ℝ} (hφ : ∀ i, φ i ≠ 0) :
    groundEnergy hH = maxLocalEnergy H φ ↔ H *ᵥ φ = groundEnergy hH • φ := by
  constructor
  · intro hmax
    have hv := variational_principle hH φ
    rw [energy_eq_sum_localEnergy H hφ] at hv
    have hs : ∑ i, (groundEnergy hH - localEnergy H φ i) * φ i ^ 2
        = groundEnergy hH * (φ ⬝ᵥ φ) - ∑ i, localEnergy H φ i * φ i ^ 2 := by
      simp only [dotProduct, Finset.mul_sum, ← Finset.sum_sub_distrib]
      refine Finset.sum_congr rfl fun i _ => ?_
      ring
    have hnn : ∀ i ∈ (Finset.univ : Finset n),
        0 ≤ (groundEnergy hH - localEnergy H φ i) * φ i ^ 2 := by
      intro i _
      have hle : localEnergy H φ i ≤ maxLocalEnergy H φ :=
        Finset.le_sup' (localEnergy H φ) (Finset.mem_univ i)
      exact mul_nonneg (by linarith) (sq_nonneg _)
    -- a sum of nonnegative terms that is at most zero vanishes term by term
    have hz : ∑ i, (groundEnergy hH - localEnergy H φ i) * φ i ^ 2 = 0 :=
      le_antisymm (by linarith) (Finset.sum_nonneg hnn)
    have hall := (Finset.sum_eq_zero_iff_of_nonneg hnn).mp hz
    funext i
    have hE : localEnergy H φ i = groundEnergy hH := by
      rcases mul_eq_zero.mp (hall i (Finset.mem_univ i)) with h | h
      · linarith
      · exact absurd h (pow_ne_zero 2 (hφ i))
    unfold localEnergy at hE
    rw [div_eq_iff (hφ i)] at hE
    rw [Pi.smul_apply, smul_eq_mul]
    exact hE
  · intro he
    refine le_antisymm (groundEnergy_le_maxLocalEnergy hH hφ) ?_
    unfold maxLocalEnergy
    apply Finset.sup'_le
    intro i _
    have hi : (H *ᵥ φ) i = groundEnergy hH * φ i := congrFun he i
    unfold localEnergy
    rw [hi, mul_div_assoc, div_self (hφ i), mul_one]

/-- The open three-site chain with hopping element `-1`. -/
def chain : Matrix (Fin 3) (Fin 3) ℝ :=
  !![0, -1, 0; -1, 0, -1; 0, -1, 0]

/-- The trial vector `(2, 3, 2)` on the three-site chain. -/
def chainTrial : Fin 3 → ℝ :=
  ![2, 3, 2]

/-- The three-site chain is symmetric with nonpositive off-diagonal elements, the trial vector
`(2, 3, 2)` is positive, and the ground-state energy lies in `[-3/2, -4/3]`. -/
theorem barta_bound_witness :
    ∃ h : chain.IsHermitian, NonposOffDiag chain ∧ (∀ i, 0 < chainTrial i) ∧
      -3 / 2 ≤ groundEnergy h ∧ groundEnergy h ≤ -4 / 3 := by
  have h : chain.IsHermitian := by
    show chainᴴ = chain
    ext i j
    fin_cases i <;> fin_cases j <;> simp [chain, Matrix.conjTranspose_apply]
  have hoff : NonposOffDiag chain := by
    intro i j _
    fin_cases i <;> fin_cases j <;> simp [chain]
  have hpos : ∀ i, 0 < chainTrial i := by
    intro i
    fin_cases i <;> simp [chainTrial]
  have hm : chain *ᵥ chainTrial = ![-3, -4, -3] := by
    ext i
    fin_cases i <;>
      simp [chain, chainTrial, Matrix.mulVec, dotProduct, Fin.sum_univ_succ] <;> norm_num
  have hloc : ∀ i, -3 / 2 ≤ localEnergy chain chainTrial i ∧
      localEnergy chain chainTrial i ≤ -4 / 3 := by
    intro i
    unfold localEnergy
    rw [hm]
    fin_cases i <;> simp [chainTrial] <;> norm_num
  have hlo : -3 / 2 ≤ minLocalEnergy chain chainTrial := by
    unfold minLocalEnergy
    apply Finset.le_inf'
    intro i _
    exact (hloc i).1
  have hhi : maxLocalEnergy chain chainTrial ≤ -4 / 3 := by
    unfold maxLocalEnergy
    apply Finset.sup'_le
    intro i _
    exact (hloc i).2
  obtain ⟨h1, h2⟩ := barta_bound h hoff hpos
  exact ⟨h, hoff, hpos, hlo.trans h1, h2.trans hhi⟩

/-- Two sites coupled by the positive element `+1`. -/
def dimer : Matrix (Fin 2) (Fin 2) ℝ :=
  !![0, 1; 1, 0]

/-- The dimer with coupling `+1` is symmetric, and its ground-state energy lies strictly below
the smallest local energy of the vector `(1, 1)`. -/
theorem lower_bound_fails_for_positive_coupling :
    ∃ h : dimer.IsHermitian, groundEnergy h < minLocalEnergy dimer ![1, 1] := by
  have h : dimer.IsHermitian := by
    show dimerᴴ = dimer
    ext i j
    fin_cases i <;> fin_cases j <;> simp [dimer, Matrix.conjTranspose_apply]
  refine ⟨h, ?_⟩
  -- the vector (1, -1) has Rayleigh quotient -1
  have hv := variational_principle h ![1, -1]
  have e1 : (![1, -1] : Fin 2 → ℝ) ⬝ᵥ ![1, -1] = 2 := by
    simp [dotProduct, Fin.sum_univ_two] <;> norm_num
  have e2 : (![1, -1] : Fin 2 → ℝ) ⬝ᵥ dimer *ᵥ ![1, -1] = -2 := by
    simp [dimer, Matrix.mulVec, dotProduct, Fin.sum_univ_two] <;> norm_num
  rw [e1, e2] at hv
  have hmin : 1 ≤ minLocalEnergy dimer ![1, 1] := by
    unfold minLocalEnergy
    apply Finset.le_inf'
    intro i _
    fin_cases i <;> simp [localEnergy, dimer, Matrix.mulVec, dotProduct, Fin.sum_univ_two]
  linarith

end

end BartaLocalEnergy
```

```lean
#print axioms BartaLocalEnergy.groundEnergy_eq_of_pos_eigenvector
-- 'BartaLocalEnergy.groundEnergy_eq_of_pos_eigenvector' depends on axioms: [propext, Classical.choice, Quot.sound]
#print axioms BartaLocalEnergy.groundEnergy_eq_maxLocalEnergy_iff
-- 'BartaLocalEnergy.groundEnergy_eq_maxLocalEnergy_iff' depends on axioms: [propext, Classical.choice, Quot.sound]
#print axioms BartaLocalEnergy.lower_bound_fails_for_positive_coupling
-- 'BartaLocalEnergy.lower_bound_fails_for_positive_coupling' depends on axioms: [propext, Classical.choice, Quot.sound]
```

## How the code states and proves the bound

The finite, nonempty type `n` labels the basis states. For a real matrix, `IsHermitian` means symmetric; `NonposOffDiag` is the sign condition. `groundEnergy hH` is the minimum of Mathlib's eigenvalues, and `minLocalEnergy` and `maxLocalEnergy` are the extremes of `localEnergy` over all of `n`. With these, `barta_bound` states the two inequalities for every positive `φ`, normalised or not.

The upper bound combines `variational_principle` with `energy_eq_sum_localEnergy`. For the lower one, `ground_state_representation` proves the identity above: its step `h3` swaps the summation indices and uses symmetry, and `h4` expands the square. `form_lower_bound` discards the nonnegative bond terms, and `exists_ground_state` supplies the normalised eigenvector to insert. The two equality statements are `groundEnergy_eq_of_pos_eigenvector` and `groundEnergy_eq_maxLocalEnergy_iff`.

The variational principle draws on two Mathlib facts: `sum_inner_mul_inner`, the completeness relation of an orthonormal basis, and `mulVec_eigenvectorBasis`, the eigenvalue equation. `inner_eq_dot` translates the inner products in the first into dot products. The proof then uses completeness for the pairs \((x,x)\) and \((x,Hx)\), which turns both sides of the inequality into sums over the same eigenvectors. The eigenvalue equation and the symmetry of \(H\) give \(v_j\cdot Hx=\lambda_j\,v_j\cdot x\), after which the sums are compared term by term.

## Two small matrices and the reach of the bound

For the three-site chain with hopping element \(-1\) and \(\varphi=(2,3,2)\), \(H\varphi=(-3,-4,-3)\). The local energies are \(-3/2,-4/3,-3/2\), and `barta_bound_witness` confirms \(-3/2\le E_0\le-4/3\). The exact value is \(-\sqrt2\approx-1.414\).

For a dimer with coupling \(+1\), the vector \((1,1)\) has both local energies equal to \(1\), while the normalised vector \((1,-1)/\sqrt2\) has energy \(-1\). The lower bound fails, as `lower_bound_fails_for_positive_coupling` records. Without the sign condition, the smallest local energy of a positive vector is therefore not in general a lower bound on \(E_0\).

The theorems concern exact real arithmetic; rounding errors in \(H\varphi\) and in the quotients need their own estimate, especially where \(\varphi_i\) is tiny. They do not establish that a positive ground state exists or is unique. Nor do they cover differential operators, such as the Laplacian on a domain, for which Barta's inequality is also known.
